# Chebyshev filtering of a symmetric operator: no growth on \([-1,1]\), geometric growth of eigenvectors outside it

An electronic-structure calculation on a grid or in a plane-wave basis usually needs the lowest eigenstates of a Hamiltonian, while most of its spectrum lies above them. A trial vector contains components of both kinds. Multiplying it repeatedly by the Hamiltonian favours the eigenvalues of largest magnitude, which are often the unwanted ones at the top. A polynomial in the Hamiltonian can do better if it stays small on the unwanted band and grows quickly outside it. How much does the Chebyshev polynomial of degree \(m\) gain?

## Two bounds and their derivation

Shift and scale the Hamiltonian so that the unwanted band lies in \([-1,1]\) and the wanted low states have eigenvalues below \(-1\), and call the result \(H\). The Chebyshev polynomials are defined by
\[
T_0(x)=1,\qquad T_1(x)=x,\qquad T_{n+2}(x)=2x\,T_{n+1}(x)-T_n(x),
\]
and the filter is \(F_m=T_m(H)\).

Let \(H\) be symmetric, let \(u\) be a unit eigenvector with real eigenvalue \(t\), \(|t|\ge 1\), and let \(w\) be a linear combination of eigenvectors with eigenvalues in \([-1,1]\). Then
\[
\|F_m w\|\le\|w\|,\qquad \|F_m u\|\ge \tfrac12\,g^m,\qquad g=|t|+\sqrt{t^2-1}.
\]
The letter \(t\) denotes an eigenvalue here, not a time or a hopping amplitude.

**Action on an eigenvector.** If \(Hv=\mu v\), then \(F_mv=T_m(\mu)v\). This is clear for \(m=0,1\), and the recurrence carries it upward:
\[
F_{n+2}v=2H\,T_{n+1}(\mu)v-T_n(\mu)v=\bigl(2\mu T_{n+1}(\mu)-T_n(\mu)\bigr)v=T_{n+2}(\mu)v .
\]

**Damping.** Collect the terms of \(w\) that share an eigenvalue, so that \(w=\sum_i w_i\) is a finite sum with \(Hw_i=\mu_iw_i\) and distinct \(\mu_i\in[-1,1]\). Symmetry gives \((\mu_i-\mu_j)\langle w_i,w_j\rangle=0\), so the components are orthogonal. Write \(\mu_i=\cos\theta_i\). The identity \(\cos((n+2)\theta)=2\cos\theta\cos((n+1)\theta)-\cos(n\theta)\) is the Chebyshev recurrence, hence \(T_m(\cos\theta)=\cos(m\theta)\) and \(|T_m(\mu_i)|\le1\). By Pythagoras,
\[
\|F_mw\|^2=\sum_i T_m(\mu_i)^2\|w_i\|^2\le\sum_i\|w_i\|^2=\|w\|^2 .
\]

**Amplification.** Write \(t=\sigma|t|\) with \(\sigma=\pm1\), and set \(p=|t|+\sqrt{t^2-1}\) and \(q=|t|-\sqrt{t^2-1}\). Then \(2t=\sigma(p+q)\), \(pq=1\) and \(q\ge0\). The claim is
\[
2T_n(t)=\sigma^n(p^n+q^n).
\]
It holds for \(n=0,1\). If it holds for \(n\) and \(n+1\), then
\[
\begin{aligned}
2T_{n+2}(t)&=\sigma(p+q)\,\sigma^{n+1}(p^{n+1}+q^{n+1})-\sigma^n(p^n+q^n)\\
&=\sigma^{n+2}\bigl(p^{n+2}+q^{n+2}+pq(p^n+q^n)\bigr)-\sigma^n(p^n+q^n)\\
&=\sigma^{n+2}(p^{n+2}+q^{n+2}),
\end{aligned}
\]
because \(pq=1\) and \(\sigma^2=1\). Therefore \(\|F_mu\|=|T_m(t)|=\tfrac12(p^m+q^m)\ge\tfrac12p^m\), and \(p=g\).

At the smallest values the growth bound is weak. For \(m=0\) the filter is the identity and the bound reads \(1\ge\tfrac12\). For \(|t|=1\) we have \(g=1\): the vector \(u\) itself belongs to the band, and the two bounds guarantee no separation at any degree.

**Without symmetry.** Real eigenvalues in \([-1,1]\) and a full basis of eigenvectors are not enough for the damping bound. The matrix
\[
\begin{pmatrix}1&1\\0&-1\end{pmatrix}
\]
has eigenvectors \((1,0)\) and \((1,-2)\) with eigenvalues \(1\) and \(-1\), yet for \(m=1\) it sends the unit vector \((0,1)\) to \((1,-1)\), of norm \(\sqrt2\). The eigenvectors are not orthogonal, and Pythagoras fails.

## The operator, the filter and the band in Lean

The scalars `𝕜` are real or complex, and `E` is an inner product space over them, of any dimension. Real symmetric and complex Hermitian matrices are both included.

```lean
import Mathlib

open Polynomial

namespace ChebyshevFiltering

noncomputable section

variable {𝕜 E : Type*} [RCLike 𝕜] [NormedAddCommGroup E] [InnerProductSpace 𝕜 E]
```

The filter is defined by the operator recurrence itself. Here `1` is the identity map and `*` is composition.

```lean
/-- The Chebyshev filter of degree `m`, built by the three-term recurrence
`F₀ = 1`, `F₁ = H`, `Fₙ₊₂ = 2 H Fₙ₊₁ - Fₙ`. -/
def chebFilter (H : E →ₗ[𝕜] E) : ℕ → (E →ₗ[𝕜] E)
  | 0 => 1
  | 1 => H
  | n + 2 => (2 : 𝕜) • (H * chebFilter H (n + 1)) - chebFilter H n
```

The unwanted subspace is the set of finite linear combinations of eigenvectors with eigenvalues in \([a,b]\). A continuous part of a spectrum contributes nothing to it.

```lean
/-- The span of all eigenvectors of `H` with eigenvalues in the interval `[a, b]`. -/
def bandSpace (H : E →ₗ[𝕜] E) (a b : ℝ) : Submodule 𝕜 E :=
  Submodule.span 𝕜 {v | ∃ μ : ℝ, a ≤ μ ∧ μ ≤ b ∧ H v = (μ : 𝕜) • v}
```

The factor \(g\) is called `growth`.

```lean
/-- The growth factor per filter degree, `|t| + √(t² - 1)`, for `|t| ≥ 1`. -/
def growth (t : ℝ) : ℝ := |t| + √(t ^ 2 - 1)
```

## The recurrence gives \(T_m(H)\)

The next theorem identifies the recurrence with Mathlib's Chebyshev polynomial evaluated at `H`; `aeval H` substitutes the operator for the variable. The proof applies `aeval` to the polynomial recurrence and uses the two preceding degrees. The later bounds work directly from the recurrence and do not use this identification.

```lean
/-- The recurrence produces the Chebyshev polynomial of the first kind evaluated at `H`. -/
theorem chebFilter_eq_aeval (H : E →ₗ[𝕜] E) :
    ∀ m : ℕ, chebFilter H m = aeval H (Chebyshev.T 𝕜 m)
  | 0 => by simp [chebFilter]
  | 1 => by simp [chebFilter]
  | n + 2 => by
    have hT : Chebyshev.T 𝕜 ((n + 2 : ℕ) : ℤ)
        = 2 * X * Chebyshev.T 𝕜 ((n + 1 : ℕ) : ℤ) - Chebyshev.T 𝕜 (n : ℤ) := by
      push_cast
      exact Chebyshev.T_add_two 𝕜 n
    rw [hT, map_sub, map_mul, map_mul, aeval_X, ← chebFilter_eq_aeval H (n + 1),
      ← chebFilter_eq_aeval H n, chebFilter, map_ofNat, two_smul]
    noncomm_ring
```

On an eigenvector, the operator becomes a number. The induction is the one given above: `h` replaces \(Hv\) by \(\mu v\), and `module` collects the coefficients.

```lean
/-- On an eigenvector with real eigenvalue `μ` the filter acts as the number `T_m(μ)`. -/
theorem chebFilter_eigenvector {H : E →ₗ[𝕜] E} {v : E} {μ : ℝ} (h : H v = (μ : 𝕜) • v) :
    ∀ m : ℕ, chebFilter H m v = (((Chebyshev.T ℝ m).eval μ : ℝ) : 𝕜) • v
  | 0 => by simp [chebFilter]
  | 1 => by simp [chebFilter, h]
  | n + 2 => by
    have hT : (Chebyshev.T ℝ ((n + 2 : ℕ) : ℤ)).eval μ
        = 2 * μ * (Chebyshev.T ℝ ((n + 1 : ℕ) : ℤ)).eval μ
          - (Chebyshev.T ℝ (n : ℤ)).eval μ := by
      push_cast
      rw [Chebyshev.T_add_two]
      simp
    rw [hT]
    simp only [chebFilter, LinearMap.sub_apply, LinearMap.smul_apply, Module.End.mul_apply]
    rw [chebFilter_eigenvector h (n + 1), chebFilter_eigenvector h n, map_smul, h]
    push_cast
    module
```

## Damping from orthogonal eigenspaces

The hypothesis `H.IsSymmetric` says \(\langle Hx,y\rangle=\langle x,Hy\rangle\) for all \(x,y\). The inclusion `hle` places the band space in the sum of the eigenspaces with \(\mu\in[-1,1]\), and the function `f` then supplies the components \(w_i\). Their orthogonality is `horth`.

The statement `pyth` is Pythagoras with arbitrary real weights. It is used twice, with weights \(1\) for \(w\) and with weights \(T_m(\mu_i)\) for \(F_mw\). The two sums are compared term by term, and the last lines set \(\theta_i=\arccos\mu_i\) to bound each weight.

```lean
/-- For symmetric `H`, the filter does not increase the norm of a vector in the span of
eigenvectors with eigenvalues in `[-1, 1]`. -/
theorem chebFilter_damps {H : E →ₗ[𝕜] E} (hH : H.IsSymmetric) {w : E}
    (hw : w ∈ bandSpace H (-1) 1) (m : ℕ) : ‖chebFilter H m w‖ ≤ ‖w‖ := by
  have hle : bandSpace H (-1) 1 ≤
      ⨆ μ : Set.Icc (-1 : ℝ) 1, Module.End.eigenspace H ((μ : ℝ) : 𝕜) := by
    refine Submodule.span_le.2 ?_
    rintro v ⟨μ, h1, h2, hv⟩
    exact Submodule.mem_iSup_of_mem (⟨μ, h1, h2⟩ : Set.Icc (-1 : ℝ) 1)
      (Module.End.mem_eigenspace_iff.2 hv)
  -- split `w` into components from distinct eigenspaces
  obtain ⟨f, hf, rfl⟩ := (Submodule.mem_iSup_iff_exists_finsupp _ _).1 (hle hw)
  have horth := hH.orthogonalFamily_eigenspaces.comp
    (f := fun μ : Set.Icc (-1 : ℝ) 1 => ((μ : ℝ) : 𝕜))
    (fun x y h => Subtype.ext (RCLike.ofReal_inj.1 h))
  -- Pythagoras for these components with arbitrary real weights
  have pyth : ∀ c : Set.Icc (-1 : ℝ) 1 → ℝ,
      ‖∑ i ∈ f.support, (c i : 𝕜) • f i‖ ^ 2 = ∑ i ∈ f.support, c i ^ 2 * ‖f i‖ ^ 2 := by
    intro c
    have h := horth.norm_sum (fun i => (c i : 𝕜) • ⟨f i, hf i⟩) f.support
    simpa [norm_smul, mul_pow] using h
  have hone : ‖f.sum fun _ x => x‖ ^ 2 = ∑ i ∈ f.support, ‖f i‖ ^ 2 := by
    simpa [Finsupp.sum] using pyth (fun _ => 1)
  have hF : chebFilter H m (f.sum fun _ x => x)
      = ∑ i ∈ f.support, (((Chebyshev.T ℝ m).eval (i : ℝ) : ℝ) : 𝕜) • f i := by
    rw [Finsupp.sum, map_sum]
    exact Finset.sum_congr rfl fun i _ =>
      chebFilter_eigenvector (Module.End.mem_eigenspace_iff.1 (hf i)) m
  refine (sq_le_sq₀ (norm_nonneg _) (norm_nonneg _)).1 ?_
  rw [hF, hone, pyth (fun i => (Chebyshev.T ℝ m).eval (i : ℝ))]
  refine Finset.sum_le_sum fun i _ => mul_le_of_le_one_left (sq_nonneg _) ?_
  -- inside the window `T_m` is a cosine
  have hc := Chebyshev.T_real_cos (Real.arccos i) m
  rw [Real.cos_arccos i.2.1 i.2.2] at hc
  rw [hc]
  exact Real.cos_sq_le_one _
```

## Growth from the solved recurrence

This bound holds for an eigenvector of any norm and does not require symmetry. The local statement `closed` is the formula for \(2T_n(t)\), proved by a two-step induction in which `linear_combination` carries out the algebra displayed above. Taking absolute values removes \(\sigma\), and `hq`, which says \(q\ge0\), allows \(q^m\) to be discarded.

```lean
/-- The filter multiplies the norm of an eigenvector with real eigenvalue `t`, `|t| ≥ 1`, by at
least `(|t| + √(t² - 1))^m / 2`. -/
theorem chebFilter_amplifies {H : E →ₗ[𝕜] E} {u : E} {t : ℝ} (ht : 1 ≤ |t|)
    (hu : H u = (t : 𝕜) • u) (m : ℕ) : growth t ^ m / 2 * ‖u‖ ≤ ‖chebFilter H m u‖ := by
  have hs : √(t ^ 2 - 1) ^ 2 = t ^ 2 - 1 := Real.sq_sqrt (by nlinarith [sq_abs t])
  have hq : 0 ≤ |t| - √(t ^ 2 - 1) :=
    sub_nonneg.2 (Real.sqrt_le_iff.2 ⟨abs_nonneg t, by rw [sq_abs]; linarith⟩)
  have hp : 0 ≤ |t| + √(t ^ 2 - 1) := by positivity
  obtain ⟨σ, hσ, hσt⟩ : ∃ σ : ℝ, |σ| = 1 ∧ t = σ * |t| := by
    rcases le_total 0 t with h | h
    · exact ⟨1, by norm_num, by rw [abs_of_nonneg h]; ring⟩
    · exact ⟨-1, by norm_num, by rw [abs_of_nonpos h]; ring⟩
  have hσ2 : σ ^ 2 = 1 := by rw [← sq_abs, hσ]; norm_num
  -- solve the recurrence with the two roots `σ p` and `σ q`
  have closed : ∀ p q : ℝ, 2 * t = σ * (p + q) → p * q = 1 → ∀ n : ℕ,
      2 * (Chebyshev.T ℝ n).eval t = σ ^ n * (p ^ n + q ^ n) := by
    intro p q h2 hpq n
    induction n using Nat.twoStepInduction with
    | zero => norm_num
    | one =>
      simp only [Nat.cast_one, Chebyshev.T_one, eval_X, pow_one]
      exact h2
    | more n ih0 ih1 =>
      have hT : (Chebyshev.T ℝ ((n + 2 : ℕ) : ℤ)).eval t
          = 2 * t * (Chebyshev.T ℝ ((n + 1 : ℕ) : ℤ)).eval t
            - (Chebyshev.T ℝ (n : ℤ)).eval t := by
        push_cast
        rw [Chebyshev.T_add_two]
        simp
      rw [hT]
      linear_combination 2 * t * ih1 - ih0 + σ ^ (n + 1) * (p ^ (n + 1) + q ^ (n + 1)) * h2
        + σ ^ (n + 2) * (p ^ n + q ^ n) * hpq + σ ^ n * (p ^ n + q ^ n) * hσ2
  have habs := congrArg abs (closed (|t| + √(t ^ 2 - 1)) (|t| - √(t ^ 2 - 1))
    (by linear_combination 2 * hσt) (by linear_combination sq_abs t - hs) m)
  rw [abs_mul, abs_mul, abs_pow, hσ, one_pow, one_mul, abs_two,
    abs_of_nonneg (add_nonneg (pow_nonneg hp m) (pow_nonneg hq m))] at habs
  rw [chebFilter_eigenvector hu, norm_smul, RCLike.norm_ofReal]
  refine mul_le_mul_of_nonneg_right ?_ (norm_nonneg u)
  have := pow_nonneg hq m
  unfold growth
  linarith
```

## The combined statement

The main theorem puts the two bounds side by side for a unit vector `u`. The condition `1 ≤ |t|` admits wanted states on either side of the band.

```lean
/-- **Chebyshev filtering.** For symmetric `H`, the filter does not increase the norm of `w` in
the span of eigenvectors with eigenvalues in `[-1, 1]`, while a unit eigenvector `u` with
eigenvalue `t`, `|t| ≥ 1`, acquires norm at least `(|t| + √(t² - 1))^m / 2`. -/
theorem chebyshev_filtering {H : E →ₗ[𝕜] E} (hH : H.IsSymmetric) {t : ℝ} (ht : 1 ≤ |t|)
    {u w : E} (hu : ‖u‖ = 1) (hHu : H u = (t : 𝕜) • u) (hw : w ∈ bandSpace H (-1) 1) (m : ℕ) :
    ‖chebFilter H m w‖ ≤ ‖w‖ ∧ (|t| + √(t ^ 2 - 1)) ^ m / 2 ≤ ‖chebFilter H m u‖ := by
  refine ⟨chebFilter_damps hH hw m, ?_⟩
  have h := chebFilter_amplifies ht hHu m
  rwa [hu, mul_one] at h
```

In Chebyshev-filtered subspace iteration for the Kohn–Sham equations, these bounds describe one application of the filter with a fixed Hamiltonian, not the self-consistent update of that Hamiltonian. The orthonormalisation and Rayleigh–Ritz steps of the iteration are not covered either. The rescaling is taken as given: if the upper edge of the unwanted band is estimated too low, an eigenvalue that ends up above \(1\) is amplified along with the wanted ones. Rounding errors in the recurrence are likewise absent from the model.

## Equality at the band edge

An eigenvector with eigenvalue \(1\) belongs to the band and is returned unchanged by every degree, since the recurrence gives \(2v-v=v\). The constant \(1\) in the damping bound therefore cannot be lowered for the band as a whole.

```lean
/-- An eigenvector with eigenvalue `1` is left unchanged by the filter of every degree. -/
theorem chebFilter_band_edge {H : E →ₗ[𝕜] E} {v : E} (h : H v = v) :
    ∀ m : ℕ, chebFilter H m v = v
  | 0 => by simp [chebFilter]
  | 1 => by simp [chebFilter, h]
  | n + 2 => by
    simp only [chebFilter, LinearMap.sub_apply, LinearMap.smul_apply, Module.End.mul_apply]
    rw [chebFilter_band_edge h (n + 1), chebFilter_band_edge h n, h]
    module
```

## Suppression relative to the wanted state

Multiplying the two bounds compares the components directly. In this theorem `u` need not be normalised. For nonzero \(u\) the statement reads
\[
\frac{\|F_mw\|}{\|F_mu\|}\le\frac{2}{g^m}\,\frac{\|w\|}{\|u\|},
\]
and Lean states it without division. It guarantees a reduction of the ratio, for nonzero \(w\), once \(g^m>2\).

```lean
/-- For symmetric `H`, an eigenvector `u` with eigenvalue `t`, `|t| ≥ 1`, and `w` in the span of
eigenvectors with eigenvalues in `[-1, 1]`, the filter multiplies the ratio `‖w‖ / ‖u‖` by at most
`2 / g^m`, `g` being the growth factor at `t`; the inequality is stated without division. -/
theorem filter_suppresses_band {H : E →ₗ[𝕜] E} (hH : H.IsSymmetric) {t : ℝ} (ht : 1 ≤ |t|)
    {u w : E} (hu : H u = (t : 𝕜) • u) (hw : w ∈ bandSpace H (-1) 1) (m : ℕ) :
    growth t ^ m * (‖chebFilter H m w‖ * ‖u‖) ≤ 2 * (‖w‖ * ‖chebFilter H m u‖) := by
  have hg : 0 ≤ growth t := by
    unfold growth
    positivity
  -- multiply the damping bound by the amplification bound
  have hmul := mul_le_mul (chebFilter_damps hH hw m) (chebFilter_amplifies ht hu m)
    (mul_nonneg (div_nonneg (pow_nonneg hg m) zero_le_two) (norm_nonneg u)) (norm_nonneg w)
  linarith
```

## A two-state example

The last theorem exhibits a non-diagonal matrix that meets all the hypotheses. Its unit eigenvector \((3/5,4/5)\) has eigenvalue \(2\). The vector \((4,-3)\), which is \((4/5,-3/5)\) when normalised, has eigenvalue \(0\) and lies in the band. The proof checks symmetry, the norm and both eigenvalue equations by components.

For degree \(4\), \(T_4(x)=8x^4-8x^2+1\) gives \(T_4(0)=1\) and \(T_4(2)=97\). The filter leaves the band vector as it is and multiplies the wanted one by \(97\); the lower bound \((2+\sqrt3)^4/2\) is about \(96.997\). The wanted state lies above the band here. Changing the sign of the matrix puts it below the band, at \(-2\), with the same two factors, because \(T_4\) is even.

```lean
/-- The matrix with rows `(18/25, 24/25)` and `(24/25, 32/25)` is symmetric, has the unit
eigenvector `(3/5, 4/5)` with eigenvalue `2`, and has `(4, -3)` in its `[-1, 1]` band space. -/
theorem chebyshev_filtering_witness :
    let H := Matrix.toEuclideanLin (!![18/25, 24/25; 24/25, 32/25] : Matrix (Fin 2) (Fin 2) ℝ)
    H.IsSymmetric ∧ ‖(!₂[3/5, 4/5] : EuclideanSpace ℝ (Fin 2))‖ = 1 ∧
      H !₂[3/5, 4/5] = (2 : ℝ) • !₂[3/5, 4/5] ∧ !₂[4, -3] ∈ bandSpace H (-1) 1 := by
  intro H
  refine ⟨?_, ?_, ?_, Submodule.subset_span ⟨0, by norm_num, by norm_num, ?_⟩⟩
  · intro x y
    simp [H, Matrix.toLpLin_apply, PiLp.inner_apply, dotProduct, Fin.sum_univ_two]
    ring
  · rw [EuclideanSpace.norm_eq]
    norm_num [Fin.sum_univ_two]
  · ext i
    fin_cases i <;>
      norm_num [H, Matrix.toLpLin_apply, Matrix.mulVec, dotProduct, Fin.sum_univ_two]
  · ext i
    fin_cases i <;>
      norm_num [H, Matrix.toLpLin_apply, Matrix.mulVec, dotProduct, Fin.sum_univ_two]

end

end ChebyshevFiltering
```

```lean
#print axioms ChebyshevFiltering.chebyshev_filtering
#print axioms ChebyshevFiltering.filter_suppresses_band
```

```
'ChebyshevFiltering.chebyshev_filtering' depends on axioms: [propext, Classical.choice, Quot.sound]
'ChebyshevFiltering.filter_suppresses_band' depends on axioms: [propext, Classical.choice, Quot.sound]
```
